# Harmonic chains with alternating springs, equal masses and equal total stiffness have the same sum of acoustic and optical frequencies at the zone centre

The model is a harmonic chain of equal masses `M` joined by alternating springs `k1` and `k2`, with one acoustic and one optical frequency at each wave number. Wave numbers are measured in units of the inverse length of the two-mass unit cell, so those differing by `2π` are equivalent. The declaration `frequency_sum_zone_centre` compares the chain with a second one of the same mass and springs `l1` and `l2`, all these constants being positive and `k1 + k2 = l1 + l2`. It states that the sum of the two frequencies is the same for both chains at every wave number `2πm` with `m` an integer. The proof reduces the claim to equality of squares, since both sums are nonnegative, and then applies the formula `frequency_sum_sq`, in which the term containing the springs' product vanishes because `sin(πm) = 0`.

The failing Lean file:

```lean
import Mathlib

open Matrix

namespace FrequencySumZoneCentre

noncomputable section

/-- Half the difference between the two eigenvalues of the dynamical matrix, times the mass. -/
def splitting (k1 k2 q : ℝ) : ℝ :=
  Real.sqrt (k1 ^ 2 + k2 ^ 2 + 2 * k1 * k2 * Real.cos q)

/-- Frequency of the lower (acoustic) branch, for `M > 0` and positive springs. -/
def acoustic (M k1 k2 q : ℝ) : ℝ := Real.sqrt ((k1 + k2 - splitting k1 k2 q) / M)

/-- Frequency of the upper (optical) branch, for `M > 0` and positive springs. -/
def optical (M k1 k2 q : ℝ) : ℝ := Real.sqrt ((k1 + k2 + splitting k1 k2 q) / M)

variable {M k1 k2 : ℝ}

/-- For positive mass and springs, the squares of the splitting and of the two branch
frequencies are the expressions under their square roots. -/
theorem branch_sq (hM : 0 < M) (h1 : 0 < k1) (h2 : 0 < k2) (q : ℝ) :
    splitting k1 k2 q ^ 2 = k1 ^ 2 + k2 ^ 2 + 2 * k1 * k2 * Real.cos q ∧
    acoustic M k1 k2 q ^ 2 = (k1 + k2 - splitting k1 k2 q) / M ∧
    optical M k1 k2 q ^ 2 = (k1 + k2 + splitting k1 k2 q) / M := by
  have hk : 0 < k1 * k2 := mul_pos h1 h2
  have hlow : 0 ≤ k1 * k2 * (1 + Real.cos q) :=
    mul_nonneg hk.le (by linarith [Real.neg_one_le_cos q])
  have hupp : 0 ≤ k1 * k2 * (1 - Real.cos q) :=
    mul_nonneg hk.le (by linarith [Real.cos_le_one q])
  have hs0 : 0 ≤ splitting k1 k2 q := Real.sqrt_nonneg _
  -- the splitting never exceeds k1 + k2, so the lower branch is stable
  have hs : splitting k1 k2 q ≤ k1 + k2 :=
    Real.sqrt_le_iff.mpr ⟨by linarith, by nlinarith⟩
  exact ⟨Real.sq_sqrt (by nlinarith [sq_nonneg (k1 - k2)]),
    Real.sq_sqrt (div_nonneg (by linarith) hM.le),
    Real.sq_sqrt (div_nonneg (by linarith) hM.le)⟩

/-- For positive mass and springs, the product of the two frequencies at wave number `q` is
`2 √(k1 k2) |sin(q/2)| / M`. -/
theorem frequency_product (hM : 0 < M) (h1 : 0 < k1) (h2 : 0 < k2) (q : ℝ) :
    acoustic M k1 k2 q * optical M k1 k2 q
      = 2 * Real.sqrt (k1 * k2) * |Real.sin (q / 2)| / M := by
  obtain ⟨hs, ha, ho⟩ := branch_sq hM h1 h2 q
  have hc : Real.cos q = 1 - 2 * Real.sin (q / 2) ^ 2 := by
    have h := Real.cos_two_mul (q / 2)
    rw [show 2 * (q / 2) = q by ring] at h
    linarith [Real.sin_sq_add_cos_sq (q / 2)]
  -- both sides are nonnegative, so it is enough to compare squares
  have hnonneg : 0 ≤ acoustic M k1 k2 q * optical M k1 k2 q :=
    mul_nonneg (Real.sqrt_nonneg _) (Real.sqrt_nonneg _)
  refine (sq_eq_sq₀ hnonneg (by positivity)).mp ?_
  rw [mul_pow, ha, ho, div_pow, mul_pow, mul_pow, Real.sq_sqrt (mul_pos h1 h2).le, sq_abs]
  linear_combination (-(1 / M ^ 2)) * hs - (2 * k1 * k2 / M ^ 2) * hc

/-- For positive mass and springs, the squared sum of the two frequencies at wave number `q` is
`(2 (k1 + k2) + 4 √(k1 k2) |sin(q/2)|) / M`. -/
theorem frequency_sum_sq (hM : 0 < M) (h1 : 0 < k1) (h2 : 0 < k2) (q : ℝ) :
    (acoustic M k1 k2 q + optical M k1 k2 q) ^ 2
      = (2 * (k1 + k2) + 4 * Real.sqrt (k1 * k2) * |Real.sin (q / 2)|) / M := by
  obtain ⟨-, ha, ho⟩ := branch_sq hM h1 h2 q
  linear_combination ha + ho + 2 * frequency_product hM h1 h2 q

/-- At wave numbers that are multiples of `2π`, two chains of equal positive mass and positive
springs with the same total stiffness have the same frequency sum. -/
theorem frequency_sum_zone_centre {l1 l2 : ℝ} (hM : 0 < M) (h1 : 0 < k1) (h2 : 0 < k2)
    (g1 : 0 < l1) (g2 : 0 < l2) (hsum : k1 + k2 = l1 + l2) (m : ℤ) :
    acoustic M k1 k2 (2 * Real.pi * m) + optical M k1 k2 (2 * Real.pi * m)
      = acoustic M l1 l2 (2 * Real.pi * m) + optical M l1 l2 (2 * Real.pi * m) := by
  have hsin : Real.sin (2 * Real.pi * m / 2) = 0 := by
    rw [show 2 * Real.pi * (m : ℝ) / 2 = m * Real.pi by ring]
    exact Real.sin_int_mul_pi m
  refine (sq_eq_sq₀ (add_nonneg (Real.sqrt_nonneg _) (Real.sqrt_nonneg _))
    (add_nonneg (Real.sqrt_nonneg _) (Real.sqrt_nonneg _))).mp ?_
  rw [frequency_sum_sq hM h1 h2, frequency_sum_sq hM g1 g2, hsin, hsum]
  simp

end

end FrequencySumZoneCentre
```

Lean reports:

```
Main.lean:76:6: error: Tactic `rewrite` failed: Did not find an occurrence of the pattern
  (acoustic M k1 k2 ?q + optical M k1 k2 ?q) ^ 2
in the target expression
  (√((k1 + k2 - splitting k1 k2 (2 * Real.pi * ↑m)) / M) + √((k1 + k2 + splitting k1 k2 (2 * Real.pi * ↑m)) / M)) ^ 2 =
    (√((l1 + l2 - splitting l1 l2 (2 * Real.pi * ↑m)) / M) + √((l1 + l2 + splitting l1 l2 (2 * Real.pi * ↑m)) / M)) ^ 2

M k1 k2 l1 l2 : ℝ
hM : 0 < M
h1 : 0 < k1
h2 : 0 < k2
g1 : 0 < l1
g2 : 0 < l2
hsum : k1 + k2 = l1 + l2
m : ℤ
hsin : Real.sin (2 * Real.pi * ↑m / 2) = 0
⊢ (√((k1 + k2 - splitting k1 k2 (2 * Real.pi * ↑m)) / M) + √((k1 + k2 + splitting k1 k2 (2 * Real.pi * ↑m)) / M)) ^ 2 =
    (√((l1 + l2 - splitting l1 l2 (2 * Real.pi * ↑m)) / M) + √((l1 + l2 + splitting l1 l2 (2 * Real.pi * ↑m)) / M)) ^ 2
```

After these edits no error is left:

```diff
@@ -72,6 +72,7 @@
     rw [show 2 * Real.pi * (m : ℝ) / 2 = m * Real.pi by ring]
     exact Real.sin_int_mul_pi m
-  refine (sq_eq_sq₀ (add_nonneg (Real.sqrt_nonneg _) (Real.sqrt_nonneg _))
-    (add_nonneg (Real.sqrt_nonneg _) (Real.sqrt_nonneg _))).mp ?_
+  have hnonneg : ∀ a b x : ℝ, 0 ≤ acoustic M a b x + optical M a b x :=
+    fun _ _ _ => add_nonneg (Real.sqrt_nonneg _) (Real.sqrt_nonneg _)
+  refine (sq_eq_sq₀ (hnonneg k1 k2 _) (hnonneg l1 l2 _)).mp ?_
   rw [frequency_sum_sq hM h1 h2, frequency_sum_sq hM g1 g2, hsin, hsum]
   simp
```

What went wrong. The message says that `rw` found no square of a sum `acoustic … + optical …` in the goal, which shows sums of explicit square roots instead. They came in with the `refine` step. There the nonnegativity proofs given to `sq_eq_sq₀` were built from `Real.sqrt_nonneg _`, so they spoke of sums of square roots. Lean matched these with the frequencies by unfolding `acoustic` and `optical`, and the new goal kept the unfolded form. The two forms are equal by definition, but `rw` does not unfold ordinary definitions such as these when it looks for its pattern, so `frequency_sum_sq` could not be applied.

The repair first proves `hnonneg`, whose statement is written with `acoustic` and `optical`. Its proof still uses `Real.sqrt_nonneg`, but `sq_eq_sq₀` now takes its two sides from the statement of `hnonneg`, so the squared goal keeps the named frequencies and the rewrite finds its pattern.
